# Three-point grids compress the level spacings of a one-dimensional hard-wall box

Take a hard-wall box of length $(N+1)h$ with $N\ge 1$ interior grid points and spacing $h>0$. In units with $\hbar=m=1$, the three-point discretization of $-\tfrac12\,d^2/dx^2$ has exactly the eigenvalues

$$E_j=\frac{1-\cos(k_jh)}{h^2},\qquad k_j=\frac{j\pi}{(N+1)h},\qquad j=1,\dots,N.$$

For $0\le i<j\le N$, the energy difference $E_j-E_i$ on the grid is smaller than its continuum counterpart, by a bounded amount:

$$0<\frac{k_j^2-k_i^2}{2}-(E_j-E_i)\le\frac{h^2(k_j^4-k_i^4)}{24}.$$

The index $i=0$ stands for the zero of energy, $k_0=E_0=0$, which is not an eigenvalue. It gives the error of a single level: $E_j$ lies below $k_j^2/2$ by a positive amount of at most $h^2k_j^4/24$.

## Grid spacing and peak distances in a XANES calculation

Distances between XANES features above an edge depend on energy differences between final states. In the empty, non-interacting, one-dimensional box, a coarse three-point grid makes these differences too small, and a common energy shift of the spectrum does not repair them.

With $\varepsilon_j=k_j^2/2$, the bound reads $h^2(\varepsilon_j^2-\varepsilon_i^2)/6$. The relative error of a spacing is therefore at most $h^2(\varepsilon_i+\varepsilon_j)/6$, which gives an $h$ that suffices in this box for a given energy window and tolerance. Near a nucleus the local kinetic energy is much larger, and the same $h$ can be too coarse. The eigenvalue formula also serves as a test for a routine that builds the three-point kinetic-energy matrix with hard walls: with the potential set to zero, the diagonalization should return the $E_j$ up to rounding.

## From sine modes to level spacings

Let $\psi_n$ be the wavefunction at grid point $n=1,\dots,N$, with $\psi_0=\psi_{N+1}=0$ at the walls. The Hamiltonian is

$$(H\psi)_n=-\frac{\psi_{n+1}-2\psi_n+\psi_{n-1}}{2h^2}.$$

Put $\theta_j=k_jh=j\pi/(N+1)$ and try $s_n=\sin(n\theta_j)$. This vanishes at $n=0$, and at $n=N+1$ it equals $\sin(j\pi)=0$, so both wall conditions hold. The addition theorem gives $s_{n+1}+s_{n-1}=2\cos\theta_j\,s_n$, hence

$$(Hs)_n=\frac{2-2\cos\theta_j}{2h^2}\,s_n=E_j\,s_n.$$

For $1\le j\le N$ we have $0<\theta_j<\pi$, so $s_1=\sin\theta_j>0$ and the mode is not zero. The cosine decreases strictly on $[0,\pi]$, so the $N$ energies are distinct. Eigenvectors for distinct eigenvalues are linearly independent. A further eigenvalue would give $N+1$ independent vectors in an $N$-dimensional space, so there is none.

For the spacings, set $a=k_ih$ and $b=k_jh$, so that $0\le a<b$ and $E_j-E_i=(\cos a-\cos b)/h^2$.

- The function $f(x)=x^2/2+\cos x$ has $f'(x)=x-\sin x>0$ for $x>0$. From $f(b)>f(a)$ follows $(b^2-a^2)/2-(\cos a-\cos b)>0$.
- The function $g(x)=x^4/24-x^2/2-\cos x$ has $g'(x)=x^3/6-x+\sin x$. This derivative vanishes at $0$, and its own derivative $x^2/2-1+\cos x$ is non-negative, so $g'\ge0$ for $x\ge0$. From $g(b)\ge g(a)$ follows $(b^2-a^2)/2-(\cos a-\cos b)\le(b^4-a^4)/24$.

Dividing both by $h^2$ gives the stated bounds.

Finally, $\theta_N=\pi-\theta_1$ gives the width of the whole computed spectrum, $E_N-E_1=2\cos(\pi/(N+1))/h^2$. It is always below $2/h^2$.

## Two interior points, worked by hand

For $N=2$ and $h=1$ the matrix has $1$ on the diagonal and $-\tfrac12$ off it. Its eigenvalues are $\tfrac12$ and $\tfrac32$, in agreement with $1-\cos(\pi/3)$ and $1-\cos(2\pi/3)$. The level spacing on the grid is $E_2-E_1=1$, while the continuum level spacing is $\pi^2/6\approx1.645$. The shortfall of $0.645$ respects the bound $15\pi^4/1944\approx0.752$.

## The Lean file

```lean
import Mathlib

open Real

namespace HardWallGrid

noncomputable section

/-- The value at grid point `n` of a wavefunction given on the interior points `1, ..., N`;
it is zero at the walls and beyond. -/
def gridValue {N : ℕ} (ψ : Fin N → ℝ) (n : ℕ) : ℝ :=
  if hn : 0 < n ∧ n ≤ N then ψ ⟨n - 1, by omega⟩ else 0

/-- The three-point discretization of `-(1/2) d²/dx²` in a hard-wall box with `N` interior
points and grid spacing `h ≠ 0`. -/
def boxHamiltonian (N : ℕ) (h : ℝ) : (Fin N → ℝ) →ₗ[ℝ] (Fin N → ℝ) where
  toFun ψ i := -(gridValue ψ (i.val + 2) - 2 * gridValue ψ (i.val + 1)
    + gridValue ψ i.val) / (2 * h ^ 2)
  map_add' ψ φ := by
    ext i
    simp only [gridValue, Pi.add_apply]
    split_ifs <;> ring
  map_smul' c ψ := by
    ext i
    simp only [gridValue, Pi.smul_apply, smul_eq_mul, RingHom.id_apply]
    split_ifs <;> ring

/-- The wavenumber `k_j = j π / ((N+1) h)` of the box of length `(N+1) h`, for `h ≠ 0`. -/
def waveNumber (N : ℕ) (h : ℝ) (j : ℕ) : ℝ := j * π / ((N + 1) * h)

/-- The grid energy `(1 - cos (k_j h)) / h²`, for `h ≠ 0`. -/
def level (N : ℕ) (h : ℝ) (j : ℕ) : ℝ := (1 - cos (waveNumber N h j * h)) / h ^ 2

/-- The standing wave `sin (k_j x)` sampled at the interior grid points, for `h ≠ 0`. -/
def sineMode (N : ℕ) (h : ℝ) (j : ℕ) : Fin N → ℝ :=
  fun i => sin (waveNumber N h j * (((i.val + 1 : ℕ) : ℝ) * h))

/-- The phase advance per grid step is `k_j h = j π / (N+1)`, for `h > 0`. -/
theorem waveNumber_mul (N j : ℕ) {h : ℝ} (hh : 0 < h) :
    waveNumber N h j * h = j * π / (N + 1) := by
  have hN : (N : ℝ) + 1 ≠ 0 := by positivity
  have h0 : h ≠ 0 := hh.ne'
  unfold waveNumber
  field_simp

/-- For `h > 0` the standing wave meets the hard-wall condition: its extension by zero
agrees with `sin (k_j x)` at all grid points from wall to wall. -/
theorem gridValue_sineMode (N j : ℕ) {h : ℝ} (hh : 0 < h) {n : ℕ} (hn : n ≤ N + 1) :
    gridValue (sineMode N h j) n = sin (waveNumber N h j * ((n : ℝ) * h)) := by
  unfold gridValue
  split_ifs with hc
  · change sin (waveNumber N h j * (((n - 1 + 1 : ℕ) : ℝ) * h)) = _
    rw [Nat.sub_add_cancel hc.1]
  · obtain h0 | h1 : n = 0 ∨ n = N + 1 := by omega
    · simp [h0]
    · -- at the right wall the phase is a multiple of π
      have hN : (N : ℝ) + 1 ≠ 0 := by positivity
      have e : waveNumber N h j * ((n : ℝ) * h) = j * π := by
        calc waveNumber N h j * ((n : ℝ) * h)
            = (waveNumber N h j * h) * (N + 1) := by rw [h1]; push_cast; ring
          _ = j * π := by rw [waveNumber_mul N j hh, div_mul_cancel₀ _ hN]
      rw [e, sin_nat_mul_pi]

/-- For `h > 0` the Hamiltonian multiplies the standing wave `j` by the grid energy `E_j`. -/
theorem boxHamiltonian_sineMode (N j : ℕ) {h : ℝ} (hh : 0 < h) :
    boxHamiltonian N h (sineMode N h j) = level N h j • sineMode N h j := by
  ext i
  have hi := i.isLt
  change -(gridValue (sineMode N h j) (i.val + 2) - 2 * gridValue (sineMode N h j) (i.val + 1)
    + gridValue (sineMode N h j) i.val) / (2 * h ^ 2) = level N h j * sineMode N h j i
  rw [gridValue_sineMode N j hh (by omega), gridValue_sineMode N j hh (by omega),
    gridValue_sineMode N j hh (by omega)]
  -- the neighbours differ in phase by ± k h
  have e1 : waveNumber N h j * (((i.val + 2 : ℕ) : ℝ) * h)
      = waveNumber N h j * (((i.val + 1 : ℕ) : ℝ) * h) + waveNumber N h j * h := by
    push_cast; ring
  have e2 : waveNumber N h j * ((i.val : ℝ) * h)
      = waveNumber N h j * (((i.val + 1 : ℕ) : ℝ) * h) - waveNumber N h j * h := by
    push_cast; ring
  rw [e1, e2, sin_add, sin_sub]
  simp only [level, sineMode]
  ring

/-- For `h > 0` and `1 ≤ j ≤ N` the sampled standing wave is not identically zero. -/
theorem sineMode_ne_zero {N j : ℕ} {h : ℝ} (hh : 0 < h) (h1 : 1 ≤ j) (hj : j ≤ N) :
    sineMode N h j ≠ 0 := by
  intro h0
  have e : sineMode N h j ⟨0, by omega⟩ = sin (j * π / (N + 1)) := by
    rw [← waveNumber_mul N j hh]
    simp [sineMode]
  have hjpos : (0 : ℝ) < j := by exact_mod_cast h1
  have hjN : (j : ℝ) < N + 1 := by exact_mod_cast Nat.lt_succ_of_le hj
  have hpos : 0 < sin (j * π / (N + 1)) := by
    apply sin_pos_of_pos_of_lt_pi
    · positivity
    · rw [div_lt_iff₀ (by positivity)]
      nlinarith [pi_pos]
  rw [h0, Pi.zero_apply] at e
  linarith

/-- For `h > 0` the grid energies increase strictly with `j` up to `j = N + 1`. -/
theorem level_lt {N i j : ℕ} {h : ℝ} (hh : 0 < h) (hij : i < j) (hj : j ≤ N + 1) :
    level N h i < level N h j := by
  have hij' : (i : ℝ) < j := by exact_mod_cast hij
  have hj' : (j : ℝ) ≤ N + 1 := by exact_mod_cast hj
  have hc : cos (j * π / (N + 1)) < cos (i * π / (N + 1)) := by
    apply cos_lt_cos_of_nonneg_of_le_pi
    · positivity
    · rw [div_le_iff₀ (by positivity)]
      nlinarith [pi_pos]
    · exact div_lt_div_of_pos_right (mul_lt_mul_of_pos_right hij' pi_pos) (by positivity)
  unfold level
  rw [waveNumber_mul N i hh, waveNumber_mul N j hh]
  exact div_lt_div_of_pos_right (by linarith) (by positivity)

/-- For `h > 0` the eigenvalues of the discretized box are exactly the grid energies
`(1 - cos (k_j h)) / h²` with `j = 1, ..., N`. -/
theorem hasEigenvalue_iff (N : ℕ) {h : ℝ} (hh : 0 < h) (E : ℝ) :
    Module.End.HasEigenvalue (boxHamiltonian N h) E ↔
      ∃ j, 1 ≤ j ∧ j ≤ N ∧ E = level N h j := by
  have hvec : ∀ j, 1 ≤ j → j ≤ N →
      Module.End.HasEigenvector (boxHamiltonian N h) (level N h j) (sineMode N h j) :=
    fun j h1 hj => ⟨Module.End.mem_eigenspace_iff.mpr (boxHamiltonian_sineMode N j hh),
      sineMode_ne_zero hh h1 hj⟩
  constructor
  · intro hE
    by_contra hno
    have hne : ∀ b : Fin N, E ≠ level N h (b.val + 1) :=
      fun b hb => hno ⟨b.val + 1, Nat.le_add_left 1 _, b.isLt, hb⟩
    obtain ⟨v, hv⟩ := hE.exists_hasEigenvector
    -- a further eigenvalue would give N + 1 independent vectors in dimension N
    let μ : Option (Fin N) → ℝ := fun o => o.elim E (fun b => level N h (b.val + 1))
    let w : Option (Fin N) → (Fin N → ℝ) :=
      fun o => o.elim v (fun b => sineMode N h (b.val + 1))
    have hμ : Function.Injective μ := by
      rintro (_ | a) (_ | b) hab
      · rfl
      · exact (hne b hab).elim
      · exact (hne a hab.symm).elim
      · change level N h (a.val + 1) = level N h (b.val + 1) at hab
        have ha := a.isLt
        have hb := b.isLt
        rcases lt_trichotomy a.val b.val with hl | he | hg
        · exact absurd hab (level_lt hh (by omega) (by omega)).ne
        · exact congrArg some (Fin.ext he)
        · exact absurd hab (level_lt hh (by omega) (by omega)).ne'
    have hw : ∀ o, Module.End.HasEigenvector (boxHamiltonian N h) (μ o) (w o) := by
      rintro (_ | b)
      · exact hv
      · exact hvec (b.val + 1) (Nat.le_add_left 1 _) b.isLt
    have hcard := (Module.End.eigenvectors_linearIndependent' (boxHamiltonian N h)
      μ hμ w hw).fintype_card_le_finrank
    simp at hcard
  · rintro ⟨j, h1, hj, rfl⟩
    exact Module.End.hasEigenvalue_of_hasEigenvector (hvec j h1 hj)

/-- For phases `0 ≤ a < b` the difference `cos a - cos b` falls short of `(b² - a²)/2` by a
positive amount of at most `(b⁴ - a⁴)/24`. -/
theorem cos_gap {a b : ℝ} (ha : 0 ≤ a) (hab : a < b) :
    0 < (b ^ 2 - a ^ 2) / 2 - (cos a - cos b) ∧
      (b ^ 2 - a ^ 2) / 2 - (cos a - cos b) ≤ (b ^ 4 - a ^ 4) / 24 := by
  have hb : 0 ≤ b := ha.trans hab.le
  have m1 : StrictMonoOn (fun x : ℝ => x ^ 2 / 2 + cos x) (Set.Ici 0) := by
    apply strictMonoOn_of_deriv_pos (convex_Ici 0) (by fun_prop)
    intro x hx
    rw [interior_Ici] at hx
    have hd : HasDerivAt (fun x : ℝ => x ^ 2 / 2 + cos x) (x - sin x) x :=
      (((hasDerivAt_pow 2 x).div_const 2).fun_add (hasDerivAt_cos x)).congr_deriv
        (by norm_num; ring)
    rw [hd.deriv]
    exact sub_pos.mpr (sin_lt hx)
  -- the cubic lower bound on the sine
  have m2 : MonotoneOn (fun x : ℝ => x ^ 3 / 6 + sin x - x) (Set.Ici 0) := by
    apply monotoneOn_of_deriv_nonneg (convex_Ici 0) (by fun_prop) (by fun_prop)
    intro x _
    have hd : HasDerivAt (fun x : ℝ => x ^ 3 / 6 + sin x - x) (x ^ 2 / 2 + cos x - 1) x :=
      ((((hasDerivAt_pow 3 x).div_const 6).fun_add (hasDerivAt_sin x)).fun_sub
        (hasDerivAt_id' x)).congr_deriv (by norm_num; ring)
    rw [hd.deriv]
    linarith [one_sub_sq_div_two_le_cos (x := x)]
  have m3 : MonotoneOn (fun x : ℝ => x ^ 4 / 24 - x ^ 2 / 2 - cos x) (Set.Ici 0) := by
    apply monotoneOn_of_deriv_nonneg (convex_Ici 0) (by fun_prop) (by fun_prop)
    intro x hx
    rw [interior_Ici] at hx
    have hx0 : (0 : ℝ) ≤ x := le_of_lt hx
    have hd : HasDerivAt (fun x : ℝ => x ^ 4 / 24 - x ^ 2 / 2 - cos x)
        (x ^ 3 / 6 - x + sin x) x :=
      ((((hasDerivAt_pow 4 x).div_const 24).fun_sub ((hasDerivAt_pow 2 x).div_const 2)).fun_sub
        (hasDerivAt_cos x)).congr_deriv (by norm_num; ring)
    rw [hd.deriv]
    have hs := m2 (Set.mem_Ici.mpr le_rfl) (Set.mem_Ici.mpr hx0) hx0
    norm_num at hs
    linarith
  have r1 := m1 (Set.mem_Ici.mpr ha) (Set.mem_Ici.mpr hb) hab
  have r3 := m3 (Set.mem_Ici.mpr ha) (Set.mem_Ici.mpr hb) hab.le
  dsimp only at r1 r3
  constructor <;> linarith

/-- For `h > 0` and `i < j` the difference `E_j - E_i` is smaller than the continuum difference
`(k_j² - k_i²)/2`, by at most `h² (k_j⁴ - k_i⁴)/24`; the index `i = 0` stands for the zero of
energy. -/
theorem spacing_compression (N : ℕ) {i j : ℕ} {h : ℝ} (hh : 0 < h) (hij : i < j) :
    0 < (waveNumber N h j ^ 2 - waveNumber N h i ^ 2) / 2 - (level N h j - level N h i) ∧
      (waveNumber N h j ^ 2 - waveNumber N h i ^ 2) / 2 - (level N h j - level N h i)
        ≤ h ^ 2 * (waveNumber N h j ^ 4 - waveNumber N h i ^ 4) / 24 := by
  have hij' : (i : ℝ) < j := by exact_mod_cast hij
  have h0 : h ≠ 0 := hh.ne'
  have hk0 : 0 ≤ waveNumber N h i := by unfold waveNumber; positivity
  have hk : waveNumber N h i < waveNumber N h j :=
    div_lt_div_of_pos_right (mul_lt_mul_of_pos_right hij' pi_pos) (by positivity)
  obtain ⟨g1, g2⟩ := cos_gap (mul_nonneg hk0 hh.le) (mul_lt_mul_of_pos_right hk hh)
  unfold level
  generalize waveNumber N h i = p at *
  generalize waveNumber N h j = q at *
  generalize cos (p * h) = c at *
  generalize cos (q * h) = d at *
  -- in units of 1/h² the claim is the bound on the cosines
  have e : (q ^ 2 - p ^ 2) / 2 - ((1 - d) / h ^ 2 - (1 - c) / h ^ 2)
      = (((q * h) ^ 2 - (p * h) ^ 2) / 2 - (c - d)) / h ^ 2 := by
    field_simp
    ring
  rw [e]
  refine ⟨div_pos g1 (by positivity), ?_⟩
  rw [div_le_iff₀ (by positivity)]
  linarith

/-- For `h > 0` and `N ≥ 1` interior points, the highest and the lowest grid energy of the box
differ by `2 cos (π/(N+1)) / h²`. -/
theorem spectral_width (N : ℕ) {h : ℝ} (hh : 0 < h) :
    level N h N - level N h 1 = 2 * cos (π / (N + 1)) / h ^ 2 := by
  have hN : (N : ℝ) + 1 ≠ 0 := by positivity
  have e : (N : ℝ) * π / (N + 1) = π - π / (N + 1) := by
    field_simp
    ring
  unfold level
  rw [waveNumber_mul N N hh, waveNumber_mul N 1 hh, e, cos_pi_sub, Nat.cast_one, one_mul]
  ring

end

end HardWallGrid
```

```lean
#print axioms HardWallGrid.hasEigenvalue_iff
-- 'HardWallGrid.hasEigenvalue_iff' depends on axioms: [propext, Classical.choice, Quot.sound]
#print axioms HardWallGrid.spacing_compression
-- 'HardWallGrid.spacing_compression' depends on axioms: [propext, Classical.choice, Quot.sound]
#print axioms HardWallGrid.spectral_width
-- 'HardWallGrid.spectral_width' depends on axioms: [propext, Classical.choice, Quot.sound]
```

## What the theorems say about a grid code

A wavefunction is a real vector of type `Fin N → ℝ`. Its component `i` belongs to grid point $n=$ `i.val + 1`, and `gridValue` extends it by zero to the walls. `boxHamiltonian` is $H$ as a linear map, and `waveNumber` and `level` are $k_j$ and $E_j$.

`hasEigenvalue_iff` says that, for $h>0$, a real number `E` is an eigenvalue of $H$ if and only if it equals `level N h j` for some $j$ from $1$ to $N$. `spacing_compression` is the two-sided bound. It holds for all $i<j$, but the levels of the box are numbered by the indices from $1$ to $N$ alone. `spectral_width` is the width formula.

The continuum enters only through the expression $k^2/2$; the file defines no differential operator. The model has no potential, core hole or transition intensities, and it is one-dimensional with a uniform grid. Higher-order stencils have different errors, and rounding in an eigensolver comes on top.

## The lemmas behind the spectrum and the bound

`gridValue_sineMode` checks the wall conditions, using `waveNumber_mul` for the phase $\theta_j$. `boxHamiltonian_sineMode` then rewrites the two neighbours with `sin_add` and `sin_sub`, and `ring` finishes the eigenvalue equation. `sineMode_ne_zero` looks at the first component, and `level_lt` orders the energies.

In `hasEigenvalue_iff`, the type `Option (Fin N)` indexes the $N$ known modes and one supposed extra eigenvector. Mathlib's independence theorem for eigenvectors then bounds $N+1$ by the dimension $N$, a contradiction.

`cos_gap` contains the calculus. Its monotonicity statements `m1` and `m3` concern $f$ and $g$, and `m2` supplies $g'\ge0$. `spacing_compression` applies it to the phases $k_ih$ and $k_jh$ and divides by $h^2$. `spectral_width` uses `cos_pi_sub` for the reflection $\theta_N=\pi-\theta_1$.
